# Time reversal of N spins one-half squares to (−1)^N

## A second eigenvector without a second diagonalisation

Suppose that a cluster with an odd number of spins one-half has been diagonalised, and that its Hamiltonian commutes with time reversal. Each eigenvector then supplies another one at the same energy: conjugate the amplitudes, flip all the bits, and change the sign of the amplitude of each new bit string that contains an odd number of 1s. The new vector is orthogonal to the old one, so no level of such a cluster is single. For finite clusters of localised spins one-half, this gives a check on computed spectra and a reason to expect at least a doublet in the ground level.

The physical requirement on time reversal is that it reverses every spin. For one spin this is done by complex conjugation followed by $u=i\sigma_y$. For $N$ spins the same is done on every site, so with $U=u\otimes\cdots\otimes u$

$$T\psi = U\bar\psi .$$

Whether $T^2$ is $+1$ or $-1$ decides whether the pairing of levels follows, and this sign is fixed by $U\bar U$.

## The statement in words and in Lean

A state assigns a complex amplitude to each string of $N$ bits, so it is a function `(Fin N → Fin 2) → ℂ`. Sites are numbered from 0 to $N-1$, and bit 0 is the state with $\sigma_z=+1$. An operator, of type `SpinOp N`, is a matrix whose rows and columns are labelled by bit strings. The other objects are as follows.

- `pauli` lists $\sigma_x,\sigma_y,\sigma_z$ under the indices 0, 1, 2, so `pauli 1` is $\sigma_y$.
- `spinFlip` is $u$, `manyFlip N` is $U$, and `timeReversal` is $T$.
- `tensor A` has the entries $\prod_i A_i(s_i,t_i)$.
- `siteOp k A` acts as $A$ on site $k$ and as the identity elsewhere.
- `cconj` conjugates the entries of a matrix without transposing it. On matrices `star` is the adjoint; on vectors it is plain conjugation, so `star ψ ⬝ᵥ φ` is $\langle\psi|\varphi\rangle$.

The theorem `manyFlip_unitary_and_sign` says that for every $N$ the matrix $U$ is unitary and $U\bar U=(-1)^N\,1$. This includes $N=0$, where there is one empty string and $U=1$.

The theorem `kramers_degeneracy` takes an odd $N$, an operator $H$ with $U\bar H=HU$, and a nonzero $\psi$ with $H\psi=E\psi$ and $E$ real. The condition on $H$ is $TH=HT$ written in matrices; physically, it excludes terms such as a fixed external magnetic field. $H$ need not be Hermitian; if it is, $E$ is real automatically. The conclusion is that $T\psi$ is nonzero, has eigenvalue $E$ and is orthogonal to $\psi$. This makes each such level at least twofold, which is a common form of Kramers' theorem. The stronger statement that every multiplicity is even is not proved here.

In `heisenberg` the sum runs over all ordered pairs $(j,k)$. A symmetric $J$ therefore counts each bond twice, and the terms with $j=k$ only shift the energy. The couplings multiply Pauli matrices, not spin operators $\sigma/2$.

All sites carry spin one-half, and there are no orbital degrees of freedom. That the electrons of a given molecule or solid may be replaced by $N$ localised spins is a physical assumption, which has to be justified separately.

## From one site to N sites

Product operators multiply site by site, because a sum over bit strings of a product is a product of sums over single bits:

$$\sum_r\prod_i A_i(s_i,r_i)B_i(r_i,t_i)=\prod_i\sum_{r_i}A_i(s_i,r_i)B_i(r_i,t_i)=\prod_i (A_iB_i)(s_i,t_i).$$

On one site

$$u=\begin{pmatrix}0&1\\-1&0\end{pmatrix},\qquad uu^\dagger=1,\qquad u\bar u=u^2=-1 .$$

The adjoint and the conjugate of a product operator are also taken site by site. Hence $UU^\dagger$ is the tensor power of the identity. Its entries $\prod_i\delta_{s_it_i}$ equal $\delta_{st}$, so $UU^\dagger=1$. In $U\bar U$ each site contributes a factor $-1$, which gives $(-1)^N\,1$. It follows that

$$T^2\psi=U\,\overline{U\bar\psi}=U\bar U\psi=(-1)^N\psi .$$

## Reversed spins and paired levels

The matrices $\sigma_x$ and $\sigma_z$ are real and anticommute with $u$, while $\sigma_y$ commutes with $u$ but changes sign under conjugation. In all three cases $u\bar\sigma_a=-\sigma_a u$. Write $\sigma_a^{k}$ for $\sigma_a$ on site $k$. Only that site contributes a sign, so

$$U\,\overline{\sigma_a^{k}}=-\sigma_a^{k}U .$$

This is the reversal of every spin that was required of $T$. A Heisenberg coupling contains two spins, and the signs cancel:

$$U\,\overline{\sigma_a^{j}}\;\overline{\sigma_a^{k}}=-\sigma_a^{j}U\,\overline{\sigma_a^{k}}=\sigma_a^{j}\sigma_a^{k}U .$$

Real couplings are unchanged by conjugation, so the whole Heisenberg Hamiltonian commutes with $T$.

Since $u^{\mathsf T}=-u$, we have $U^{\mathsf T}=(-1)^NU$. A number equals its own transpose, and therefore

$$\langle\psi|T\psi\rangle=\bar\psi^{\mathsf T}U\bar\psi=\bar\psi^{\mathsf T}U^{\mathsf T}\bar\psi=(-1)^N\langle\psi|T\psi\rangle .$$

For odd $N$ the overlap is zero. If moreover $H\psi=E\psi$ with $E$ real and $U\bar H=HU$, then

$$HT\psi=HU\bar\psi=U\bar H\bar\psi=U\,\overline{E\psi}=E\,T\psi .$$

Finally, $T\psi=0$ would give $0=T^2\psi=-\psi$, so a nonzero $\psi$ has a nonzero partner.

## Two spins: the singlet has no partner

Without the condition that $N$ is odd, the pairing already fails for $N=2$. Take $H=\sum_a\sigma_a^{0}\sigma_a^{1}$, which commutes with $T$. The normalised singlet $(|01\rangle-|10\rangle)/\sqrt2$ has energy $-3$, and the three triplet states have energy $+1$. The singlet level is therefore nondegenerate. Here $T$ maps the singlet to itself, so their overlap is 1 instead of 0.

## The Lean file

```lean
import Mathlib

open Matrix

namespace ManySpinTimeReversal

noncomputable section

/-- Operators on the state space of `N` spins one-half, in the basis of `N`-bit strings. -/
abbrev SpinOp (N : ℕ) := Matrix (Fin N → Fin 2) (Fin N → Fin 2) ℂ

/-- The three Pauli matrices, in the order x, y, z. -/
def pauli : Fin 3 → Matrix (Fin 2) (Fin 2) ℂ :=
  ![!![0, 1; 1, 0], !![0, -Complex.I; Complex.I, 0], !![1, 0; 0, -1]]

/-- The single-site matrix `i σ_y`. -/
def spinFlip : Matrix (Fin 2) (Fin 2) ℂ := Complex.I • pauli 1

/-- The tensor product of single-site matrices: its entries are products of single-site entries. -/
def tensor {N : ℕ} (A : Fin N → Matrix (Fin 2) (Fin 2) ℂ) : SpinOp N :=
  Matrix.of fun s t => ∏ i, A i (s i) (t i)

/-- Entrywise complex conjugation of a square matrix. -/
def cconj {n : Type*} [Fintype n] [DecidableEq n] : Matrix n n ℂ →+* Matrix n n ℂ :=
  (starRingEnd ℂ).mapMatrix

/-- The `N`-fold tensor power of `i σ_y`. -/
def manyFlip (N : ℕ) : SpinOp N := tensor fun _ => spinFlip

/-- Time reversal of `N` spins: conjugate the amplitudes, then apply `i σ_y` on every site. -/
def timeReversal {N : ℕ} (ψ : (Fin N → Fin 2) → ℂ) : (Fin N → Fin 2) → ℂ :=
  manyFlip N *ᵥ star ψ

/-- The operator acting as `A` on site `k` and as the identity on all other sites. -/
def siteOp {N : ℕ} (k : Fin N) (A : Matrix (Fin 2) (Fin 2) ℂ) : SpinOp N :=
  tensor (Function.update (fun _ => 1) k A)

/-- The Heisenberg Hamiltonian, the sum over `j, k` of `J j k` times `σ_j · σ_k`,
with real couplings. -/
def heisenberg {N : ℕ} (J : Fin N → Fin N → ℝ) : SpinOp N :=
  ∑ j, ∑ k, (J j k : ℂ) • ∑ a, siteOp j (pauli a) * siteOp k (pauli a)

/-- In the standard basis `i σ_y` is a real antisymmetric matrix. -/
theorem spinFlip_eq : spinFlip = !![0, 1; -1, 0] := by
  ext i j
  fin_cases i <;> fin_cases j <;> simp [spinFlip, pauli]

/-- Tensor products of single-site matrices multiply site by site. -/
theorem tensor_mul {N : ℕ} (A B : Fin N → Matrix (Fin 2) (Fin 2) ℂ) :
    tensor A * tensor B = tensor fun i => A i * B i := by
  ext s t
  -- a product of sums over single bits is a sum over bit strings
  simp only [tensor, Matrix.mul_apply, Matrix.of_apply, Finset.prod_univ_sum,
    Fintype.piFinset_univ, Finset.prod_mul_distrib]

/-- Scalar factors on the sites collect into one overall factor, their product. -/
theorem tensor_smul {N : ℕ} (c : Fin N → ℂ) (A : Fin N → Matrix (Fin 2) (Fin 2) ℂ) :
    tensor (fun i => c i • A i) = (∏ i, c i) • tensor A := by
  ext s t
  simp [tensor, Finset.prod_mul_distrib]

/-- Complex conjugation of a tensor product acts site by site. -/
theorem cconj_tensor {N : ℕ} (A : Fin N → Matrix (Fin 2) (Fin 2) ℂ) :
    cconj (tensor A) = tensor fun i => cconj (A i) := by
  ext s t
  simp [cconj, tensor]

/-- For every number `N` of spins, the tensor power `U` of `i σ_y` is unitary, and `U` times
its complex conjugate is `(-1)^N` times the identity. -/
theorem manyFlip_unitary_and_sign (N : ℕ) :
    manyFlip N ∈ Matrix.unitaryGroup (Fin N → Fin 2) ℂ ∧
      manyFlip N * cconj (manyFlip N) = (-1 : ℂ) ^ N • (1 : SpinOp N) := by
  -- the tensor power of the identity is the identity
  have hone : tensor (fun _ : Fin N => (1 : Matrix (Fin 2) (Fin 2) ℂ)) = 1 := by
    ext s t
    by_cases h : s = t
    · subst h
      simp [tensor]
    · obtain ⟨i, hi⟩ := Function.ne_iff.mp h
      rw [Matrix.one_apply_ne h]
      exact Finset.prod_eq_zero (Finset.mem_univ i) (Matrix.one_apply_ne hi)
  constructor
  · have hstar : star (manyFlip N) = tensor fun _ => star spinFlip := by
      ext s t
      simp [manyFlip, tensor, Matrix.star_apply]
    have hsite : spinFlip * star spinFlip = 1 := by
      rw [spinFlip_eq]
      ext i j
      fin_cases i <;> fin_cases j <;>
        simp [Matrix.mul_apply, Matrix.star_apply, Fin.sum_univ_succ]
    rw [Matrix.mem_unitaryGroup_iff, hstar, manyFlip, tensor_mul]
    simp only [hsite, hone]
  · -- each site contributes one factor -1
    have hsite : spinFlip * cconj spinFlip = (-1 : ℂ) • 1 := by
      rw [spinFlip_eq]
      ext i j
      fin_cases i <;> fin_cases j <;> simp [cconj, Matrix.mul_apply, Fin.sum_univ_succ]
    rw [manyFlip, cconj_tensor, tensor_mul]
    simp only [hsite]
    exact (tensor_smul (fun _ => -1) (fun _ => 1)).trans (by rw [hone]; simp)

/-- Time reversal applied twice multiplies every state of `N` spins by `(-1)^N`. -/
theorem timeReversal_sq {N : ℕ} (ψ : (Fin N → Fin 2) → ℂ) :
    timeReversal (timeReversal ψ) = (-1 : ℂ) ^ N • ψ := by
  have hstar : star (manyFlip N *ᵥ star ψ) = cconj (manyFlip N) *ᵥ ψ := by
    funext s
    simp [Matrix.mulVec, dotProduct, cconj]
  rw [timeReversal, timeReversal, hstar, Matrix.mulVec_mulVec,
    (manyFlip_unitary_and_sign N).2, Matrix.smul_mulVec, Matrix.one_mulVec]

/-- Time reversal changes the sign of every Pauli operator on every site. -/
theorem spin_reversed {N : ℕ} (k : Fin N) (a : Fin 3) :
    manyFlip N * cconj (siteOp k (pauli a)) = -(siteOp k (pauli a) * manyFlip N) := by
  have hsite : spinFlip * cconj (pauli a) = -(pauli a * spinFlip) := by
    rw [spinFlip_eq]
    ext i j
    fin_cases a <;> fin_cases i <;> fin_cases j <;>
      simp [pauli, cconj, Matrix.mul_apply, Fin.sum_univ_succ]
  -- only site k contributes a sign
  have h : (fun i => spinFlip * cconj (Function.update
      (fun _ : Fin N => (1 : Matrix (Fin 2) (Fin 2) ℂ)) k (pauli a) i)) =
      fun i => (if i = k then (-1 : ℂ) else 1) •
        (Function.update (fun _ : Fin N => (1 : Matrix (Fin 2) (Fin 2) ℂ)) k (pauli a) i *
          spinFlip) := by
    funext i
    rcases eq_or_ne i k with rfl | hi
    · simp [hsite]
    · simp [hi]
  rw [manyFlip, siteOp, cconj_tensor, tensor_mul, tensor_mul, h, tensor_smul]
  simp

/-- For an odd number of spins every state is orthogonal to its time-reversed state. -/
theorem orthogonal_timeReversal {N : ℕ} (hN : Odd N) (ψ : (Fin N → Fin 2) → ℂ) :
    star ψ ⬝ᵥ timeReversal ψ = 0 := by
  -- for odd N the matrix of time reversal is antisymmetric
  have hU : (manyFlip N)ᵀ = -manyFlip N := by
    have hsite : spinFlipᵀ = (-1 : ℂ) • spinFlip := by
      rw [spinFlip_eq]
      ext i j
      fin_cases i <;> fin_cases j <;> simp
    calc (manyFlip N)ᵀ = tensor fun _ => spinFlipᵀ := rfl
      _ = tensor fun _ => (-1 : ℂ) • spinFlip := by rw [hsite]
      _ = (∏ _i : Fin N, (-1 : ℂ)) • manyFlip N := tensor_smul _ _
      _ = -manyFlip N := by simp [hN.neg_one_pow]
  have h : star ψ ⬝ᵥ manyFlip N *ᵥ star ψ = -(star ψ ⬝ᵥ manyFlip N *ᵥ star ψ) := by
    calc star ψ ⬝ᵥ manyFlip N *ᵥ star ψ = ((manyFlip N)ᵀ *ᵥ star ψ) ⬝ᵥ star ψ := by
          rw [Matrix.mulVec_transpose, Matrix.dotProduct_mulVec]
      _ = -(star ψ ⬝ᵥ manyFlip N *ᵥ star ψ) := by
          rw [hU, Matrix.neg_mulVec, neg_dotProduct, dotProduct_comm]
  rw [timeReversal]
  linear_combination h / 2

/-- Kramers degeneracy: for an odd number of spins and an operator `H` commuting with time
reversal, an eigenvector with real eigenvalue `E` has a nonzero time-reversed partner,
orthogonal to it and with the same eigenvalue. -/
theorem kramers_degeneracy {N : ℕ} (hN : Odd N) {H : SpinOp N}
    (hH : manyFlip N * cconj H = H * manyFlip N) {E : ℝ} {ψ : (Fin N → Fin 2) → ℂ}
    (hψ : ψ ≠ 0) (hE : H *ᵥ ψ = (E : ℂ) • ψ) :
    timeReversal ψ ≠ 0 ∧ H *ᵥ timeReversal ψ = (E : ℂ) • timeReversal ψ ∧
      star ψ ⬝ᵥ timeReversal ψ = 0 := by
  refine ⟨fun h0 => hψ ?_, ?_, orthogonal_timeReversal hN ψ⟩
  · have h := timeReversal_sq ψ
    rw [h0, hN.neg_one_pow] at h
    simpa [timeReversal] using h.symm
  · -- conjugate the eigenvalue equation; E is real
    have hc : cconj H *ᵥ star ψ = (E : ℂ) • star ψ := by
      have hstar : cconj H *ᵥ star ψ = star (H *ᵥ ψ) := by
        funext s
        simp [Matrix.mulVec, dotProduct, cconj]
      rw [hstar, hE]
      funext s
      simp
    rw [timeReversal, Matrix.mulVec_mulVec, ← hH, ← Matrix.mulVec_mulVec, hc,
      Matrix.mulVec_smul]

/-- The Heisenberg Hamiltonian with any real couplings commutes with time reversal. -/
theorem heisenberg_witness {N : ℕ} (J : Fin N → Fin N → ℝ) :
    manyFlip N * cconj (heisenberg J) = heisenberg J * manyFlip N := by
  have hreal (r : ℝ) (A : SpinOp N) : cconj ((r : ℂ) • A) = (r : ℂ) • cconj A := by
    ext s t
    simp [cconj]
  simp only [heisenberg, map_sum, hreal, map_mul, Finset.mul_sum, Finset.sum_mul,
    Matrix.mul_smul, Matrix.smul_mul]
  refine Finset.sum_congr rfl fun j _ => Finset.sum_congr rfl fun k _ => ?_
  congr 1
  refine Finset.sum_congr rfl fun a _ => ?_
  -- the two sign changes cancel
  linear_combination (norm := noncomm_ring)
    spin_reversed j a * cconj (siteOp k (pauli a)) - siteOp j (pauli a) * spin_reversed k a

end

end ManySpinTimeReversal
```

```lean
#print axioms ManySpinTimeReversal.orthogonal_timeReversal
#print axioms ManySpinTimeReversal.kramers_degeneracy
```

```
'ManySpinTimeReversal.orthogonal_timeReversal' depends on axioms: [propext, Classical.choice, Quot.sound]
'ManySpinTimeReversal.kramers_degeneracy' depends on axioms: [propext, Classical.choice, Quot.sound]
```

## Site-by-site algebra in the proof

The lemma `tensor_mul` is the exchange of sum and product displayed above, and `Finset.prod_univ_sum` performs it. `tensor_smul` collects the scalars of the sites into their product, and `cconj_tensor` moves conjugation onto the sites. With these three lemmas, statements about matrices of size $2^N$ reduce to identities between two-by-two matrices. Those identities are checked entry by entry with `fin_cases`, after `spinFlip_eq` has put $u$ in its real form.

In `manyFlip_unitary_and_sign`, the auxiliary fact `hone` says that the tensor power of the identity is the identity. If two strings differ, they differ at some site, and the factor from that site makes the product zero. The two facts called `hsite` are $uu^\dagger=1$ and $u\bar u=-1$. `timeReversal_sq` then carries the sign over from matrices to states.

In `spin_reversed`, the fact `h` records a factor $-1$ on site $k$ and $1$ on every other site; `tensor_smul` turns these factors into one overall sign.

In `orthogonal_timeReversal`, `hU` is the antisymmetry of $U$ for odd $N$. The fact `h` says that the overlap equals its own negative, and `linear_combination h / 2` concludes that it vanishes.

The proof of `kramers_degeneracy` has three parts, in the order of its conclusion. The partner is nonzero by `timeReversal_sq`. Its eigenvalue comes from the conjugated eigenvalue equation `hc`, where the reality of $E$ enters, together with `hH`. Orthogonality is the preceding theorem.

`heisenberg_witness` shows that the Heisenberg Hamiltonian satisfies the hypothesis `hH`. After the sums and couplings have been matched, one product of two Pauli operators remains. The last line applies `spin_reversed` once for site $j$ and once for site $k$, and `noncomm_ring` checks the cancellation while keeping the order of the factors.
